# Error bound for replacing (1 − e⁻ˣ)ᵐ by its leading small-x form xᵐ

For real x ≥ 0 and any natural number m, the declaration states that (1 − e⁻ˣ)ᵐ is at most xᵐ, and that the difference xᵐ − (1 − e⁻ˣ)ᵐ is at most (m x/2) xᵐ. In physical terms, it bounds the error made when a power of the saturating factor 1 − e⁻ˣ is replaced by its leading small-x form. The statement involves only real numbers, with no Hamiltonian or wavefunction, and x need not be small. The attempt first proves e⁻ˣ ≤ 1 − x + x²/2, then writes y for 1 − e⁻ˣ and obtains the error bound by induction on m.

In Lean, a first try:

```lean
import Mathlib

open Filter Topology

namespace GaussianDifferenceShell

noncomputable section

/-- For `x ≥ 0`, the power `(1 - exp(-x))^m` does not exceed `x^m`, and the difference is at most `m
x^(m+1) / 2`. -/
theorem pow_one_sub_exp_bounds {x : ℝ} (hx : 0 ≤ x) (m : ℕ) :
    (1 - Real.exp (-x)) ^ m ≤ x ^ m ∧
      x ^ m - (1 - Real.exp (-x)) ^ m ≤ m * (x / 2) * x ^ m := by
  have hy0 : 0 ≤ 1 - Real.exp (-x) :=
    sub_nonneg.2 (Real.exp_le_one_iff.2 (by linarith))
  have hyx : 1 - Real.exp (-x) ≤ x := by linarith [Real.add_one_le_exp (-x)]
  -- second-order upper bound for the decaying exponential
  have hq : Real.exp (-x) ≤ 1 - x + x ^ 2 / 2 := by
    have h1 := mul_le_mul_of_nonneg_left (Real.quadratic_le_exp_of_nonneg hx)
      (Real.exp_pos (-x)).le
    have h2 : Real.exp (-x) * Real.exp x = 1 := by
      rw [← Real.exp_add, neg_add_cancel, Real.exp_zero]
    have h3 : (1 - x + x ^ 2 / 2) * (1 + x + x ^ 2 / 2) = 1 + x ^ 4 / 4 := by ring
    have h4 : 0 ≤ x ^ 4 := by positivity
    have h5 : 0 < 1 + x + x ^ 2 / 2 := by positivity
    exact le_of_mul_le_mul_right (by linarith) h5
  generalize 1 - Real.exp (-x) = y at *
  have hd : x - y ≤ x ^ 2 / 2 := by linarith
  refine ⟨pow_le_pow_left₀ hy0 hyx m, ?_⟩
  induction m with
  | zero => simp
  | succ n ih =>
    have h1 := mul_le_mul_of_nonneg_left ih hx
    have h2 : y ^ n * (x - y) ≤ x ^ n * (x ^ 2 / 2) :=
      mul_le_mul (pow_le_pow_left₀ hy0 hyx n) hd (by linarith) (by positivity)
    calc x ^ (n + 1) - y ^ (n + 1) = x * (x ^ n - y ^ n) + y ^ n * (x - y) := by ring
      _ ≤ x * (n * (x / 2) * x ^ n) + x ^ n * (x ^ 2 / 2) := add_le_add h1 h2
      _ = ((n + 1 : ℕ) : ℝ) * (x / 2) * x ^ (n + 1) := by
        push_cast
        ring

end

end GaussianDifferenceShell
```

The error:

```
Main.lean:28:36: error: linarith failed to find a contradiction
x : ℝ
hx : 0 ≤ x
m : ℕ
hq : Real.exp (-x) ≤ 1 - x + x ^ 2 / 2
y : ℝ
hy0 : 0 ≤ y
hyx : y ≤ x
a✝ : x ^ 2 / 2 < x - y
⊢ False
failed
```

Lean accepts the file once it reads:

```diff
@@ -25,6 +25,6 @@
     have h5 : 0 < 1 + x + x ^ 2 / 2 := by positivity
     exact le_of_mul_le_mul_right (by linarith) h5
-  generalize 1 - Real.exp (-x) = y at *
-  have hd : x - y ≤ x ^ 2 / 2 := by linarith
+  have hd : x - (1 - Real.exp (-x)) ≤ x ^ 2 / 2 := by linarith
+  generalize 1 - Real.exp (-x) = y at hy0 hyx hd ⊢
   refine ⟨pow_le_pow_left₀ hy0 hyx m, ?_⟩
   induction m with
```

Diagnosis. The message says that `linarith` could not prove `x - y ≤ x ^ 2 / 2`. The step `generalize 1 - Real.exp (-x) = y at *` had replaced that expression by a new variable `y` without keeping an equation between the two. The bound `hq` contains `Real.exp (-x)` but not the whole expression `1 - Real.exp (-x)`, so it was left as it stood and says nothing about `y`. All that remained known of `y` was `0 ≤ y` and `y ≤ x`, which is too little: x = 1, y = 0 satisfies both and violates the goal.

The repair proves `hd` before generalizing, while it still reads `x - (1 - Real.exp (-x)) ≤ x ^ 2 / 2`. This follows from `hq` by linear arithmetic. The later `generalize` then turns `hd` into the bound on `y` that the induction uses. Replacing `at *` by the list `at hy0 hyx hd ⊢` is mere tidying: it names the places where the expression occurs.
